# Polarisation catastrophe of two axial point dipoles at $r^6 = 4a_1a_2$

Place two identical point dipoles, each with polarisability $a>0$, a distance $r$ apart, and apply a unit field along the line through them. Each dipole $m$ feels the applied field and the field $2m/r^3$ of its partner, so

$$m = a\left(1+\frac{2m}{r^3}\right), \qquad m=\frac{a}{1-2a/r^3}.$$

Each dipole strengthens the field at the other, and as $r^3$ falls to $2a$ the response grows without bound. For unequal polarisabilities $a_1,a_2>0$ the threshold becomes $r^6=4a_1a_2$. Units are Gaussian, so a polarisability is a volume.

## The model

```lean
import Mathlib

open Matrix Filter Topology

namespace AxialDipolePair

noncomputable section
```

This loads Mathlib, makes the notation for matrices and limits available, and opens a namespace for the names below.

```lean
/-- The interaction matrix of two dipoles on a common axis, with polarisabilities `a1`, `a2` and
separation `r`, for nonzero `a1`, `a2` and positive `r`. -/
def dipoleMatrix (a1 a2 r : ℝ) : Matrix (Fin 2) (Fin 2) ℝ :=
  !![1 / a1, -2 / r ^ 3; -2 / r ^ 3, 1 / a2]
```

This is the real $2\times2$ matrix

$$M=\begin{pmatrix}1/a_1&-2/r^3\\-2/r^3&1/a_2\end{pmatrix}.$$

Lean counts vector entries from 0, so the dipole $m_0$ has polarisability $a_1$ and $m_1$ has $a_2$. In applied fields $F=(F_1,F_2)$ the energy is $U(m)=\tfrac12 m^TMm-F\cdot m$: the cost of polarising each site, the dipole–dipole interaction and the coupling to the field. If $M$ is positive definite, $U$ has a unique minimum, where $Mm=F$.

The model is linear and undamped, and it keeps only components along the axis. It says nothing about larger clusters or the bulk instability that goes by the same name.

```lean
/-- The axial polarisability of the coupled pair, for `r > 0` and `r ^ 6 ≠ 4 * a1 * a2`. -/
def axialPolarisability (a1 a2 r : ℝ) : ℝ :=
  (a1 + a2 + 4 * a1 * a2 / r ^ 3) / (1 - 4 * a1 * a2 / r ^ 6)
```

This names the function

$$\alpha(r)=\frac{a_1+a_2+4a_1a_2/r^3}{1-4a_1a_2/r^6}.$$

Its link to the dipoles is proved below. From here on, $D=1-4a_1a_2/r^6$ denotes the denominator.

## Each dipole in its local field

```lean
/-- For `r > 0`, the matrix equation for the dipoles says that each dipole is its polarisability
times the local field, which is the applied field plus the field of the other dipole. -/
theorem self_consistent_iff {a1 a2 : ℝ} (h1 : 0 < a1) (h2 : 0 < a2) (r F1 F2 : ℝ)
    (m : Fin 2 → ℝ) :
    dipoleMatrix a1 a2 r *ᵥ m = ![F1, F2] ↔
      m 0 = a1 * (F1 + 2 / r ^ 3 * m 1) ∧ m 1 = a2 * (F2 + 2 / r ^ 3 * m 0) := by
  have c0 : (dipoleMatrix a1 a2 r *ᵥ m) 0 = a1⁻¹ * m 0 - 2 / r ^ 3 * m 1 := by
    simp [dipoleMatrix, Matrix.mulVec, dotProduct, Fin.sum_univ_two]
    ring
  have c1 : (dipoleMatrix a1 a2 r *ᵥ m) 1 = a2⁻¹ * m 1 - 2 / r ^ 3 * m 0 := by
    simp [dipoleMatrix, Matrix.mulVec, dotProduct, Fin.sum_univ_two]
    ring
  have k1 : a1 * a1⁻¹ = 1 := mul_inv_cancel₀ h1.ne'
  have k2 : a2 * a2⁻¹ = 1 := mul_inv_cancel₀ h2.ne'
  rw [funext_iff, Fin.forall_fin_two, c0, c1]
  simp only [Matrix.cons_val_zero, Matrix.cons_val_one]
  constructor
  · rintro ⟨e0, e1⟩
    exact ⟨by linear_combination a1 * e0 - m 0 * k1,
      by linear_combination a2 * e1 - m 1 * k2⟩
  · rintro ⟨e0, e1⟩
    exact ⟨by linear_combination a1⁻¹ * e0 + (F1 + 2 / r ^ 3 * m 1) * k1,
      by linear_combination a2⁻¹ * e1 + (F2 + 2 / r ^ 3 * m 0) * k2⟩
```

Entries such as `(h1 : 0 < a1)` are named assumptions, `*ᵥ` is the matrix–vector product, and `↔` means "if and only if". The theorem says that $Mm=F$ is equivalent to

$$m_0=a_1\left(F_1+\frac{2m_1}{r^3}\right),\qquad m_1=a_2\left(F_2+\frac{2m_0}{r^3}\right).$$

The first row of $Mm=F$ reads $m_0/a_1-2m_1/r^3=F_1$. Multiplying by $a_1$ gives the first equation, and dividing by $a_1$ leads back; the second row works the same way. In the proof, `c0` and `c1` write out the rows, and `linear_combination` checks that the goal follows from the stated multiples of known equations.

## The stability threshold

```lean
/-- The interaction matrix is positive definite exactly when `r ^ 6` exceeds `4 * a1 * a2`. -/
theorem posDef_iff {a1 a2 r : ℝ} (h1 : 0 < a1) (h2 : 0 < a2) (hr : 0 < r) :
    (dipoleMatrix a1 a2 r).PosDef ↔ 4 * a1 * a2 < r ^ 6 := by
  have q : ∀ x : Fin 2 → ℝ, star x ⬝ᵥ (dipoleMatrix a1 a2 r *ᵥ x) =
      x 0 ^ 2 / a1 + x 1 ^ 2 / a2 - 4 / r ^ 3 * x 0 * x 1 := by
    intro x
    simp [dipoleMatrix, Matrix.mulVec, dotProduct, Fin.sum_univ_two]
    ring
  constructor
  · intro h
    -- test the quadratic form on the vector `(2 * a1, r ^ 3)`
    have hx : (![2 * a1, r ^ 3] : Fin 2 → ℝ) ≠ 0 := by
      intro h0
      have h00 : 2 * a1 = 0 := congrFun h0 0
      linarith
    have hp := h.dotProduct_mulVec_pos hx
    rw [q] at hp
    simp only [Matrix.cons_val_zero, Matrix.cons_val_one] at hp
    have e : (2 * a1) ^ 2 / a1 + (r ^ 3) ^ 2 / a2 - 4 / r ^ 3 * (2 * a1) * r ^ 3 =
        (r ^ 6 - 4 * a1 * a2) / a2 := by
      field_simp
      ring
    rw [e] at hp
    have := (div_pos_iff_of_pos_right h2).mp hp
    linarith
  · intro h
    rw [Matrix.posDef_iff_dotProduct_mulVec]
    refine ⟨?_, ?_⟩
    · ext i j
      fin_cases i <;> fin_cases j <;> simp [dipoleMatrix]
    · intro x hx
      have hc : 0 < 1 / a2 - 4 * a1 / r ^ 6 := by
        rw [sub_pos, div_lt_div_iff₀ (by positivity) h2]
        linarith
      -- complete the square in the first dipole
      have e : x 0 ^ 2 / a1 + x 1 ^ 2 / a2 - 4 / r ^ 3 * x 0 * x 1 =
          (x 0 - 2 * a1 * x 1 / r ^ 3) ^ 2 / a1 +
            x 1 ^ 2 * (1 / a2 - 4 * a1 / r ^ 6) := by
        field_simp
        ring
      rw [q]
      by_cases hx1 : x 1 = 0
      · have hx0 : x 0 ≠ 0 := by
          intro hx0
          apply hx
          rw [funext_iff, Fin.forall_fin_two]
          exact ⟨hx0, hx1⟩
        have : 0 < x 0 ^ 2 / a1 := by positivity
        simpa [hx1] using this
      · rw [e]
        have : 0 < x 1 ^ 2 * (1 / a2 - 4 * a1 / r ^ 6) := mul_pos (by positivity) hc
        have : 0 ≤ (x 0 - 2 * a1 * x 1 / r ^ 3) ^ 2 / a1 := by positivity
        linarith
```

`PosDef` means that $M$ is symmetric and that $Q(x)=x^TMx>0$ for every $x\neq0$. The step `q` computes

$$Q(x)=\frac{x_0^2}{a_1}+\frac{x_1^2}{a_2}-\frac{4x_0x_1}{r^3}.$$

Suppose first that $M$ is positive definite. The vector $x=(2a_1,r^3)$ gives

$$Q=4a_1+\frac{r^6}{a_2}-8a_1=\frac{r^6-4a_1a_2}{a_2},$$

which must be positive, so $r^6>4a_1a_2$.

For the converse, complete the square:

$$Q(x)=\frac1{a_1}\left(x_0-\frac{2a_1x_1}{r^3}\right)^2+x_1^2\left(\frac1{a_2}-\frac{4a_1}{r^6}\right).$$

Above the threshold the last bracket is positive (`hc`). If $x_1\ne0$, the second term makes $Q$ positive. If $x_1=0$, then $x_0\neq0$ and $Q=x_0^2/a_1>0$. The test vector used before is the direction in which the square vanishes. In Lean, `field_simp` clears denominators, `ring` verifies the identities and `positivity` settles the signs.

The equivalence fails without positive polarisabilities. For $a_1=a_2=-1$ and $r=2$ we have $r^6=64>4=4a_1a_2$, yet $x=(1,0)$ gives $Q=-1$.

## The induced dipoles

```lean
/-- Away from the critical distance, the dipole equations with fields `F1`, `F2` at the two sites
have exactly one solution, given in closed form. -/
theorem induced_dipoles_iff {a1 a2 r : ℝ} (h1 : 0 < a1) (h2 : 0 < a2) (hr : 0 < r)
    (hne : r ^ 6 ≠ 4 * a1 * a2) (F1 F2 : ℝ) (m : Fin 2 → ℝ) :
    dipoleMatrix a1 a2 r *ᵥ m = ![F1, F2] ↔
      m = ![a1 * (F1 + 2 * a2 * F2 / r ^ 3) / (1 - 4 * a1 * a2 / r ^ 6),
        a2 * (F2 + 2 * a1 * F1 / r ^ 3) / (1 - 4 * a1 * a2 / r ^ 6)] := by
  have hD : 1 - 4 * a1 * a2 / r ^ 6 ≠ 0 := by
    rw [sub_ne_zero]
    intro h
    rw [eq_div_iff (by positivity)] at h
    exact hne (by linarith)
  rw [self_consistent_iff h1 h2, funext_iff, Fin.forall_fin_two]
  simp only [Matrix.cons_val_zero, Matrix.cons_val_one]
  rw [eq_div_iff hD, eq_div_iff hD]
  constructor
  · -- eliminate the other dipole
    rintro ⟨e0, e1⟩
    exact ⟨by linear_combination e0 + a1 * (2 / r ^ 3) * e1,
      by linear_combination e1 + a2 * (2 / r ^ 3) * e0⟩
  · rintro ⟨g0, g1⟩
    exact ⟨mul_right_cancel₀ hD (by linear_combination g0 - a1 * (2 / r ^ 3) * g1),
      mul_right_cancel₀ hD (by linear_combination g1 - a2 * (2 / r ^ 3) * g0)⟩
```

Whenever $r^6\neq4a_1a_2$, on either side of the threshold, $Mm=F$ holds for exactly one pair of dipoles. Inserting the second local-field equation into the first gives

$$m_0=a_1F_1+\frac{2a_1a_2F_2}{r^3}+\frac{4a_1a_2}{r^6}\,m_0,$$

and hence

$$m_0=\frac{a_1(F_1+2a_2F_2/r^3)}{D},\qquad m_1=\frac{a_2(F_2+2a_1F_1/r^3)}{D},$$

where $m_1$ follows by exchanging the sites. Conversely, subtracting $2a_1/r^3$ times the formula for $m_1D$ from that for $m_0D$ gives $D$ times the first local-field equation. Since $D\ne0$ (`hD`), it can be cancelled, which is the job of `mul_right_cancel₀`. The other equation is recovered likewise.

```lean
/-- The interaction matrix is positive definite exactly when `r ^ 6 > 4 * a1 * a2`, and then a
unit field induces a unique pair of dipoles, whose sum is the axial polarisability. -/
theorem polarisation_catastrophe {a1 a2 r : ℝ} (h1 : 0 < a1) (h2 : 0 < a2) (hr : 0 < r) :
    ((dipoleMatrix a1 a2 r).PosDef ↔ 4 * a1 * a2 < r ^ 6) ∧
      ((dipoleMatrix a1 a2 r).PosDef →
        ∃ m : Fin 2 → ℝ, (∀ x, dipoleMatrix a1 a2 r *ᵥ x = ![1, 1] ↔ x = m) ∧
          m 0 + m 1 = axialPolarisability a1 a2 r) := by
  refine ⟨posDef_iff h1 h2 hr, fun h => ?_⟩
  have hlt := (posDef_iff h1 h2 hr).mp h
  refine ⟨_, fun x => induced_dipoles_iff h1 h2 hr hlt.ne' 1 1 x, ?_⟩
  simp only [Matrix.cons_val_zero, Matrix.cons_val_one, axialPolarisability]
  ring
```

The first half repeats the stability criterion. The second says that, if $M$ is positive definite, there is a pair $m$ such that $x$ solves $Mx=(1,1)$ exactly when $x=m$, and that $m_0+m_1=\alpha(r)$. To see this, set $F_1=F_2=1$ above and add: each numerator contributes $2a_1a_2/r^3$ beyond its own polarisability.

For $a_1=1$, $a_2=2$ and $r=2$, we have $r^6=64>8$ and $D=7/8$. The dipoles are $m_0=12/7$ and $m_1=20/7$, with total $32/7\approx4.57$. Two isolated dipoles would give 3.

In simulations with polarisable sites, this two-site, undamped model shows how a close approach can destabilise the induced dipoles.

## On both sides of the threshold

```lean
/-- Outside the critical distance the coupled pair has a larger axial polarisability than the
two isolated dipoles together. -/
theorem enhanced_response {a1 a2 r : ℝ} (h1 : 0 < a1) (h2 : 0 < a2) (hr : 0 < r)
    (h : 4 * a1 * a2 < r ^ 6) : a1 + a2 < axialPolarisability a1 a2 r := by
  have hD : 0 < 1 - 4 * a1 * a2 / r ^ 6 := by
    rw [sub_pos, div_lt_one (by positivity)]
    exact h
  have hp : 0 < 4 * a1 * a2 / r ^ 3 := by positivity
  have hq : 0 < (a1 + a2) * (4 * a1 * a2 / r ^ 6) := by positivity
  rw [axialPolarisability, lt_div_iff₀ hD, mul_sub, mul_one]
  linarith
```

Above the threshold $0<D<1$, so $(a_1+a_2)D<a_1+a_2<a_1+a_2+4a_1a_2/r^3$. Dividing by $D$ gives $\alpha(r)>a_1+a_2$: the coupling enhances the response.

```lean
/-- Inside the critical distance the axial polarisability formula gives a negative value. -/
theorem negative_response {a1 a2 r : ℝ} (h1 : 0 < a1) (h2 : 0 < a2) (hr : 0 < r)
    (h : r ^ 6 < 4 * a1 * a2) : axialPolarisability a1 a2 r < 0 := by
  have hD : 1 - 4 * a1 * a2 / r ^ 6 < 0 := by
    rw [sub_neg, one_lt_div (by positivity)]
    exact h
  exact div_neg_of_pos_of_neg (by positivity) hD
```

Below the threshold the numerator is still positive but $D<0$, so $\alpha(r)<0$. The linear equations still have a solution there, but it is a stationary point of $U$ and not a minimum.

```lean
/-- At the critical distance no pair of dipoles solves the equations in a unit field. -/
theorem no_response_at_critical {a1 a2 r : ℝ} (h1 : 0 < a1) (h2 : 0 < a2) (hr : 0 < r)
    (h : r ^ 6 = 4 * a1 * a2) (m : Fin 2 → ℝ) :
    dipoleMatrix a1 a2 r *ᵥ m ≠ ![1, 1] := by
  intro hm
  obtain ⟨e0, e1⟩ := (self_consistent_iff h1 h2 r 1 1 m).mp hm
  have hq : a1 * a2 * (2 / r ^ 3) ^ 2 = 1 := by
    calc a1 * a2 * (2 / r ^ 3) ^ 2 = 4 * a1 * a2 / r ^ 6 := by ring
      _ = 1 := by rw [← h]; exact div_self (by positivity)
  have z : a1 + a1 * a2 * (2 / r ^ 3) = 0 := by
    linear_combination -e0 - a1 * (2 / r ^ 3) * e1 - m 0 * hq
  have : 0 < a1 + a1 * a2 * (2 / r ^ 3) := by positivity
  linarith
```

At the threshold $4a_1a_2/r^6=1$. Eliminating $m_1$ in a unit field now gives

$$m_0=a_1+\frac{2a_1a_2}{r^3}+m_0,$$

so a positive quantity would have to vanish. In the proof, `hq` supplies the coefficient 1 and `z` the impossible equation. The theorem speaks about the equations and not about $\alpha$, because Lean assigns division by zero the value 0.

```lean
/-- The axial polarisability tends to `+∞` as the separation decreases to the critical
distance `rc`. -/
theorem response_diverges {a1 a2 rc : ℝ} (h1 : 0 < a1) (h2 : 0 < a2) (hrc : 0 < rc)
    (h : rc ^ 6 = 4 * a1 * a2) :
    Tendsto (fun r => axialPolarisability a1 a2 r) (𝓝[>] rc) atTop := by
  have hN : Tendsto (fun r : ℝ => a1 + a2 + 4 * a1 * a2 / r ^ 3) (𝓝[>] rc)
      (𝓝 (a1 + a2 + 4 * a1 * a2 / rc ^ 3)) :=
    (tendsto_const_nhds.add (tendsto_const_nhds.div
      ((continuous_pow 3).tendsto rc) (by positivity))).mono_left nhdsWithin_le_nhds
  have hD0 : Tendsto (fun r : ℝ => 1 - 4 * a1 * a2 / r ^ 6) (𝓝[>] rc)
      (𝓝 (1 - 4 * a1 * a2 / rc ^ 6)) :=
    (tendsto_const_nhds.sub (tendsto_const_nhds.div
      ((continuous_pow 6).tendsto rc) (by positivity))).mono_left nhdsWithin_le_nhds
  have hz : 1 - 4 * a1 * a2 / rc ^ 6 = 0 := by
    rw [← h, div_self (by positivity), sub_self]
  rw [hz] at hD0
  -- the denominator approaches zero through positive values
  have hD : Tendsto (fun r : ℝ => 1 - 4 * a1 * a2 / r ^ 6) (𝓝[>] rc) (𝓝[>] 0) := by
    refine tendsto_nhdsWithin_iff.mpr ⟨hD0, ?_⟩
    filter_upwards [self_mem_nhdsWithin] with r hr
    have hlt : rc < r := hr
    have hr0 : 0 < r := hrc.trans hlt
    have h6 : rc ^ 6 < r ^ 6 := pow_lt_pow_left₀ hlt hrc.le (by norm_num)
    change 0 < 1 - 4 * a1 * a2 / r ^ 6
    rw [sub_pos, div_lt_one (by positivity), ← h]
    exact h6
  have hpos : 0 < a1 + a2 + 4 * a1 * a2 / rc ^ 3 := by positivity
  have key := Filter.Tendsto.pos_mul_atTop hpos hN (tendsto_inv_nhdsGT_zero.comp hD)
  refine key.congr (fun r => ?_)
  simp only [axialPolarisability, Function.comp_apply, div_eq_mul_inv]

end

end AxialDipolePair
```

Here `rc` is the critical distance $r_c>0$ with $r_c^6=4a_1a_2$, `𝓝[>] rc` means that $r$ approaches it from above, and `atTop` stands for $+\infty$. The statement is

$$\lim_{r\downarrow r_c}\alpha(r)=+\infty.$$

The numerator tends to $a_1+a_2+4a_1a_2/r_c^3>0$ (`hN`). The denominator tends to zero through positive values (`hD`), because $r>r_c$ implies $r^6>4a_1a_2$. Its reciprocal therefore tends to $+\infty$, and so does the product with the numerator (`key`).

```lean
#print axioms AxialDipolePair.polarisation_catastrophe
#print axioms AxialDipolePair.negative_response
#print axioms AxialDipolePair.no_response_at_critical
#print axioms AxialDipolePair.response_diverges
```

```
'AxialDipolePair.polarisation_catastrophe' depends on axioms: [propext, Classical.choice, Quot.sound]
'AxialDipolePair.negative_response' depends on axioms: [propext, Classical.choice, Quot.sound]
'AxialDipolePair.no_response_at_critical' depends on axioms: [propext, Classical.choice, Quot.sound]
'AxialDipolePair.response_diverges' depends on axioms: [propext, Classical.choice, Quot.sound]
```
